# The limiting energy of an ion in an alternating chain depends on the ratio of opposite to like ions added

The infinite chain is represented by growing finite clusters with two separate counts: $a$ opposite ions and $b$ like ions on each side of the ion at the origin, nearest first. Ions sit at the integers, with charge $+1$ on even sites and $-1$ on odd sites. Lengths are in lattice spacings and energies in units of the Coulomb energy of two unit charges one spacing apart.

## Energy at inclusion rates $p$ and $q$

Let $E(a,b)$ be the sum of the pair energies between the ion at the origin and the others in the cluster. For positive integers $p,q$,

$$E(pN,qN)\to-\left(2\ln 2+\ln\frac pq\right)\qquad(N\to\infty).$$

Equal rates give the usual $-2\ln 2$; the smallest such non-empty cluster, $a=b=1$, has $E=-1$. Rates $2:1$ give $-3\ln 2$, and rates $1:4$ give zero.

## Direct sums as reference values

A code that checks a periodic Coulomb routine against a direct sum relies on the order in which ions enter that sum. For this one-dimensional chain of fixed point charges, unequal rates shift the converged reference by $-\ln(p/q)$. The cluster then carries a net charge that grows with $N$: the surplus ions recede, but their number grows in proportion to their distance, so their contribution survives.

## From Coulomb pairs to harmonic numbers

Opposite ions lie at distances $2n+1$ and like ions at $2n+2$, with $n$ starting at 0. Both sides contribute equally, so

$$E(a,b)=-2S(a,b),\qquad S(a,b)=\sum_{n=0}^{a-1}\frac1{2n+1}-\sum_{n=0}^{b-1}\frac1{2n+2}.$$

Let $H(n)=\sum_{k=1}^n 1/k$. The even sum is $H(b)/2$. Removing the even terms from $H(2a)$ leaves the odd sum, $H(2a)-H(a)/2$. Hence

$$S(a,b)=H(2a)-\tfrac12H(a)-\tfrac12H(b).$$

Now let $b\to\infty$ with $a/b\to r>0$; then $a\to\infty$ too. Since $H(n)-\ln n$ tends to Euler's constant $\gamma$, the constants cancel as $\gamma-\gamma/2-\gamma/2=0$, and

$$S(a,b)=\ln(2a)-\tfrac12\ln a-\tfrac12\ln b+o(1)\to\ln2+\tfrac12\ln r.$$

Setting $a=pN$, $b=qN$ gives $r=p/q$, and multiplying by $-2$ gives the energy.

The index shift matters in Lean. `Finset.range a` starts at 0, so copying the textbook terms $1/(2n-1)$ and $1/(2n)$ unchanged would put $-1$ first in the odd sum and $1/0$, which Lean evaluates as 0, first in the even sum. The limit of $S$ would be too low by 1.

## The Lean file

```lean
import Mathlib

open Filter Topology

namespace IonicChainRearrangement

noncomputable section

/-- Charge of the ion at site `j` of the alternating chain: `+1` on even sites, `-1` on odd. -/
def charge (j : ℤ) : ℝ := if Even j then 1 else -1

/-- Coulomb energy between the ion at the origin and the ion at site `j ≠ 0`, with the
lattice spacing as unit of length. -/
def pairEnergy (j : ℤ) : ℝ := charge 0 * charge j / |(j : ℝ)|

/-- Energy of the ion at the origin with the `a` nearest opposite ions and the `b` nearest
like ions on each side. -/
def siteEnergy (a b : ℕ) : ℝ :=
  ∑ n ∈ Finset.range a, (pairEnergy (2 * n + 1) + pairEnergy (-(2 * n + 1))) +
  ∑ n ∈ Finset.range b, (pairEnergy (2 * n + 2) + pairEnergy (-(2 * n + 2)))

/-- The first `a` odd reciprocals `1, 1/3, 1/5, …` summed, minus the sum of the first `b` even
reciprocals `1/2, 1/4, 1/6, …`. -/
def splitSum (a b : ℕ) : ℝ :=
  ∑ n ∈ Finset.range a, 1 / (2 * (n : ℝ) + 1) - ∑ n ∈ Finset.range b, 1 / (2 * (n : ℝ) + 2)

/-- The Coulomb energy of the ion at the origin is `-2` times the difference of the odd and
even reciprocal sums. -/
theorem siteEnergy_eq (a b : ℕ) : siteEnergy a b = -2 * splitSum a b := by
  -- the two sides of the chain contribute equally
  have hneg (j : ℤ) : pairEnergy (-j) = pairEnergy j := by simp [pairEnergy, charge]
  have h0 : Even (0 : ℤ) := ⟨0, by norm_num⟩
  -- opposite ions attract
  have ho (n : ℕ) : pairEnergy (2 * n + 1) = -(1 / (2 * (n : ℝ) + 1)) := by
    have h1 : ¬ Even (2 * (n : ℤ) + 1) := by
      rw [Int.not_even_iff_odd]
      exact ⟨n, rfl⟩
    have h2 : |((2 * (n : ℤ) + 1 : ℤ) : ℝ)| = 2 * (n : ℝ) + 1 := by
      push_cast
      exact abs_of_nonneg (by positivity)
    unfold pairEnergy charge
    rw [h2, if_neg h1, if_pos h0]
    ring
  -- like ions repel
  have he (n : ℕ) : pairEnergy (2 * n + 2) = 1 / (2 * (n : ℝ) + 2) := by
    have h1 : Even (2 * (n : ℤ) + 2) := ⟨n + 1, by ring⟩
    have h2 : |((2 * (n : ℤ) + 2 : ℤ) : ℝ)| = 2 * (n : ℝ) + 2 := by
      push_cast
      exact abs_of_nonneg (by positivity)
    unfold pairEnergy charge
    rw [h2, if_pos h1, if_pos h0]
    ring
  unfold siteEnergy splitSum
  simp only [hneg, ho, he, Finset.sum_add_distrib, Finset.sum_neg_distrib]
  ring

/-- The sum of the first `a` odd reciprocals is `H(2a) - H(a)/2`, with `H` the harmonic
numbers. -/
theorem odd_sum_eq (a : ℕ) : ∑ n ∈ Finset.range a, 1 / (2 * (n : ℝ) + 1) =
    (harmonic (2 * a) : ℝ) - (harmonic a : ℝ) / 2 := by
  induction a with
  | zero => simp
  | succ a ih =>
    have h : (2 * (a : ℝ) + 1 + 1)⁻¹ = ((a : ℝ) + 1)⁻¹ / 2 := by
      rw [show 2 * (a : ℝ) + 1 + 1 = 2 * ((a : ℝ) + 1) by ring, mul_inv]
      ring
    rw [Finset.sum_range_succ, show 2 * (a + 1) = 2 * a + 1 + 1 by ring,
      harmonic_succ, harmonic_succ, harmonic_succ]
    push_cast
    linear_combination ih - h

/-- The sum of the first `b` even reciprocals is half the harmonic number `H(b)`. -/
theorem even_sum_eq (b : ℕ) : ∑ n ∈ Finset.range b, 1 / (2 * (n : ℝ) + 2) =
    (harmonic b : ℝ) / 2 := by
  induction b with
  | zero => simp
  | succ b ih =>
    have h : 1 / (2 * (b : ℝ) + 2) = ((b : ℝ) + 1)⁻¹ / 2 := by
      rw [show 2 * (b : ℝ) + 2 = 2 * ((b : ℝ) + 1) by ring, one_div, mul_inv]
      ring
    rw [Finset.sum_range_succ, harmonic_succ]
    push_cast
    linear_combination ih + h

/-- If the number `b` of even terms grows without bound and the ratio `a / b` of odd to even
terms tends to `r > 0`, the difference of the sums tends to `ln 2 + (ln r)/2`. -/
theorem tendsto_splitSum {a b : ℕ → ℕ} {r : ℝ} (h0 : 0 < r) (hb : Tendsto b atTop atTop)
    (hr : Tendsto (fun N => (a N : ℝ) / (b N : ℝ)) atTop (𝓝 r)) :
    Tendsto (fun N => splitSum (a N) (b N)) atTop (𝓝 (Real.log 2 + Real.log r / 2)) := by
  -- the number of odd terms grows without bound as well
  have ha : Tendsto a atTop atTop := by
    have h := Filter.Tendsto.pos_mul_atTop h0 hr
      ((tendsto_natCast_atTop_atTop (R := ℝ)).comp hb)
    refine (tendsto_natCast_atTop_iff (R := ℝ)).1 (h.congr' ?_)
    filter_upwards [hb.eventually_gt_atTop 0] with N hN
    have hN' : (b N : ℝ) ≠ 0 := Nat.cast_ne_zero.2 hN.ne'
    exact div_mul_cancel₀ _ hN'
  have h2a : Tendsto (fun N => 2 * a N) atTop atTop :=
    tendsto_atTop_mono (fun N => by show a N ≤ 2 * a N; omega) ha
  -- the Euler constants of the three harmonic numbers cancel
  have hg := Real.tendsto_harmonic_sub_log
  have lim := (((hg.comp h2a).sub ((hg.comp ha).div_const 2)).sub
    ((hg.comp hb).div_const 2)).add (((hr.log h0.ne').div_const 2).const_add (Real.log 2))
  rw [show Real.eulerMascheroniConstant - Real.eulerMascheroniConstant / 2 -
    Real.eulerMascheroniConstant / 2 + (Real.log 2 + Real.log r / 2) =
    Real.log 2 + Real.log r / 2 by ring] at lim
  refine lim.congr' ?_
  filter_upwards [ha.eventually_gt_atTop 0, hb.eventually_gt_atTop 0] with N h1 h2
  have h1' : (a N : ℝ) ≠ 0 := Nat.cast_ne_zero.2 h1.ne'
  have h2' : (b N : ℝ) ≠ 0 := Nat.cast_ne_zero.2 h2.ne'
  simp only [Function.comp_apply, splitSum, odd_sum_eq, even_sum_eq]
  push_cast
  rw [Real.log_mul two_ne_zero h1', Real.log_div h1' h2']
  ring

/-- With `pN` odd and `qN` even terms, `p` and `q` positive, the difference of the sums tends
to `ln 2 + ln(p/q)/2`. -/
theorem tendsto_splitSum_rates {p q : ℕ} (hp : 0 < p) (hq : 0 < q) :
    Tendsto (fun N : ℕ => splitSum (p * N) (q * N)) atTop
      (𝓝 (Real.log 2 + Real.log ((p : ℝ) / q) / 2)) := by
  have hp' : (0 : ℝ) < p := Nat.cast_pos.2 hp
  have hq' : (0 : ℝ) < q := Nat.cast_pos.2 hq
  refine tendsto_splitSum (div_pos hp' hq')
    (tendsto_atTop_mono (fun N => Nat.le_mul_of_pos_left N hq) tendsto_id) ?_
  refine tendsto_const_nhds.congr' ?_
  filter_upwards [eventually_gt_atTop 0] with N hN
  have hN' : (N : ℝ) ≠ 0 := Nat.cast_ne_zero.2 hN.ne'
  push_cast
  rw [mul_div_mul_right _ _ hN']

/-- Adding opposite and like ions at positive rates `p` and `q` gives the ion at the origin
the limiting energy `-(2 ln 2 + ln(p/q))`. -/
theorem tendsto_siteEnergy_rates {p q : ℕ} (hp : 0 < p) (hq : 0 < q) :
    Tendsto (fun N : ℕ => siteEnergy (p * N) (q * N)) atTop
      (𝓝 (-(2 * Real.log 2 + Real.log ((p : ℝ) / q)))) := by
  simp only [siteEnergy_eq]
  convert (tendsto_splitSum_rates hp hq).const_mul (-2) using 2
  ring

/-- Two pairs of positive rates lead to the same limiting energy exactly when their ratios
of opposite to like ions agree. -/
theorem same_energy_iff {p q p' q' : ℕ} (hp : 0 < p) (hq : 0 < q) (hp' : 0 < p')
    (hq' : 0 < q') :
    (∃ E : ℝ, Tendsto (fun N : ℕ => siteEnergy (p * N) (q * N)) atTop (𝓝 E) ∧
      Tendsto (fun N : ℕ => siteEnergy (p' * N) (q' * N)) atTop (𝓝 E)) ↔
    p * q' = p' * q := by
  have h1 : (0 : ℝ) < p := Nat.cast_pos.2 hp
  have h2 : (0 : ℝ) < q := Nat.cast_pos.2 hq
  have h3 : (0 : ℝ) < p' := Nat.cast_pos.2 hp'
  have h4 : (0 : ℝ) < q' := Nat.cast_pos.2 hq'
  constructor
  · rintro ⟨E, hE, hE'⟩
    have e1 := tendsto_nhds_unique hE (tendsto_siteEnergy_rates hp hq)
    have e2 := tendsto_nhds_unique hE' (tendsto_siteEnergy_rates hp' hq')
    have hlog : Real.log ((p : ℝ) / q) = Real.log ((p' : ℝ) / q') := by linarith
    -- the logarithm is injective on positive ratios
    have h := Real.log_injOn_pos (Set.mem_Ioi.2 (div_pos h1 h2))
      (Set.mem_Ioi.2 (div_pos h3 h4)) hlog
    rw [div_eq_div_iff h2.ne' h4.ne'] at h
    exact_mod_cast h
  · intro h
    have hr : (p : ℝ) / q = (p' : ℝ) / q' := by
      rw [div_eq_div_iff h2.ne' h4.ne']
      exact_mod_cast h
    refine ⟨_, tendsto_siteEnergy_rates hp hq, ?_⟩
    rw [hr]
    exact tendsto_siteEnergy_rates hp' hq'

/-- Every real number `E` is the limiting energy of the ion at the origin for some growing
cluster that eventually contains every ion of the chain. -/
theorem exists_cluster_of_energy (E : ℝ) :
    ∃ a : ℕ → ℕ, Monotone a ∧ Tendsto a atTop atTop ∧
      Tendsto (fun N => siteEnergy (a N) N) atTop (𝓝 E) := by
  -- choose the ratio of opposite to like ions that produces `E`
  obtain ⟨r, hr, hlog⟩ : ∃ r : ℝ, 0 < r ∧ Real.log r = -E - 2 * Real.log 2 :=
    ⟨Real.exp (-E - 2 * Real.log 2), Real.exp_pos _, Real.log_exp _⟩
  refine ⟨fun N => ⌊r * (N : ℝ)⌋₊, ?_, ?_, ?_⟩
  · intro m n h
    exact Nat.floor_mono (mul_le_mul_of_nonneg_left (Nat.cast_le.2 h) hr.le)
  · exact tendsto_nat_floor_atTop.comp
      ((tendsto_natCast_atTop_atTop (R := ℝ)).const_mul_atTop hr)
  · have h := tendsto_splitSum (a := fun N => ⌊r * (N : ℝ)⌋₊) (b := fun N => N) hr tendsto_id
      ((tendsto_nat_floor_mul_div_atTop hr.le).comp (tendsto_natCast_atTop_atTop (R := ℝ)))
    simp only [siteEnergy_eq]
    convert h.const_mul (-2) using 2
    rw [hlog]
    ring

end

end IonicChainRearrangement
```

```lean
#print axioms IonicChainRearrangement.same_energy_iff
-- 'IonicChainRearrangement.same_energy_iff' depends on axioms: [propext, Classical.choice, Quot.sound]
#print axioms IonicChainRearrangement.exists_cluster_of_energy
-- 'IonicChainRearrangement.exists_cluster_of_energy' depends on axioms: [propext, Classical.choice, Quot.sound]
```

## Limits established for one ion in a rigid chain

`siteEnergy a b` is $E(a,b)$, built from `charge` and `pairEnergy`, and `splitSum a b` is $S(a,b)$. `siteEnergy_eq` proves the relation between them by evaluating the charges and distances. `odd_sum_eq` and `even_sum_eq` obtain the harmonic-number formulas by induction.

In `tendsto_splitSum`, `Tendsto … atTop (𝓝 x)` means convergence to $x$ as $N$ grows. The proof applies Mathlib's limit for $H(n)-\ln n$ to $2a$, $a$ and $b$, then adds the limit of $\ln 2+\tfrac12\ln(a/b)$. The logarithms are split only once both counts are positive. The two `_rates` theorems specialise this to $pN$ and $qN$. Positive rates are assumed: if exactly one rate is zero, the energy diverges.

`same_energy_iff` says that rates $(p,q)$ and $(p',q')$ share a limiting energy exactly when $pq'=p'q$. It uses uniqueness of limits and injectivity of the logarithm on positive numbers.

`exists_cluster_of_energy` shows that every real $E$ is the limiting energy of some growing cluster that eventually contains every ion. It takes $b=N$ and $a=\lfloor rN\rfloor$ with $r=e^{-E}/4$. Including every ion eventually is therefore not enough to fix the energy.

The theorems give limits, with no error bound at finite $N$. They concern symmetric clusters around one ion, not the total energy of a cluster, and they say nothing about three-dimensional crystals, ionic relaxation or the correctness of an Ewald implementation.
